# Image charge at a planar dielectric: interface conditions fix its strength, and the removal work is minus half the charge–image Coulomb energy

The image charge is held fixed while its potential is differentiated to give the force on the real charge, and it follows the real charge while that force is integrated to give the work of removal. The reason is that the image stands for the polarization charge on the surface, which adjusts to each position of the real charge. With the potentials assumed to have the image form, the code below treats a point charge in vacuum above a dielectric half-space.

In Lean 4 with Mathlib:

```lean
import Mathlib

open MeasureTheory Set Filter Topology

namespace ImagePotential

noncomputable section

/-- Coulomb potential at `(x, y, z)` of a point charge `Q` at `(0, 0, a)`, in Gaussian units;
its domain is all of space except the position of the charge. -/
def coulomb (Q a x y z : ℝ) : ℝ := Q / √(x ^ 2 + y ^ 2 + (z - a) ^ 2)

/-- Potential on the vacuum side: the charge `q` at height `d` and an image charge `-b q` at the
mirror point; its domain excludes the positions of these two charges. -/
def phiOut (q b d x y z : ℝ) : ℝ := coulomb q d x y z + coulomb (-(b * q)) (-d) x y z

/-- Potential inside the dielectric: that of a charge `c q` at height `d`; its domain excludes
the position of this charge. -/
def phiIn (q c d x y z : ℝ) : ℝ := coulomb (c * q) d x y z

/-- Interface conditions at the surface point `(x, y, 0)`: the potential and the normal component
of the displacement are continuous between vacuum and a medium of permittivity `eps`. -/
def MatchesAt (eps q d b c x y : ℝ) : Prop :=
  phiOut q b d x y 0 = phiIn q c d x y 0 ∧
    deriv (phiOut q b d x y) 0 = eps * deriv (phiIn q c d x y) 0

/-- Normal force on the charge `q` at height `d > 0` in the field of its image `-b q`, which is
held fixed at height `-d` while the potential is differentiated. -/
def imageForce (q b d : ℝ) : ℝ := -(q * deriv (coulomb (-(b * q)) (-d) 0 0) d)

/-- Work done against the image force in carrying the charge from height `d > 0` to infinity,
the image following the charge. -/
def escapeWork (q b d : ℝ) : ℝ := ∫ z in Ioi d, -imageForce q b z

/-- Away from the charge, the Coulomb potential has the derivative `-Q (z - a) / r ^ 3` along
the surface normal, with `r` the distance to the charge. -/
theorem hasDerivAt_coulomb (Q a x y z : ℝ) (h : 0 < x ^ 2 + y ^ 2 + (z - a) ^ 2) :
    HasDerivAt (coulomb Q a x y)
      (-(Q * (z - a)) / (√(x ^ 2 + y ^ 2 + (z - a) ^ 2)) ^ 3) z := by
  have h1 : HasDerivAt (fun t : ℝ => x ^ 2 + y ^ 2 + (t - a) ^ 2) (2 * (z - a)) z :=
    ((((hasDerivAt_id' z).sub_const a).fun_pow 2).const_add (x ^ 2 + y ^ 2)).congr_deriv
      (by simp)
  have h2 := h1.sqrt h.ne'
  have h3 := (hasDerivAt_const z Q).fun_div h2 (Real.sqrt_pos.2 h).ne'
  exact h3.congr_deriv (by ring)

/-- For `q ≠ 0`, `d > 0` and `eps > 0`, the interface conditions at any single surface point
hold exactly when `b = (eps - 1) / (eps + 1)` and `c = 1 - b`. -/
theorem matchesAt_iff {eps q d : ℝ} (b c x y : ℝ) (hq : q ≠ 0) (hd : 0 < d) (heps : 0 < eps) :
    MatchesAt eps q d b c x y ↔ b = (eps - 1) / (eps + 1) ∧ c = 1 - b := by
  have s1 : ((0 : ℝ) - d) ^ 2 = d ^ 2 := by ring
  have s2 : ((0 : ℝ) - -d) ^ 2 = d ^ 2 := by ring
  have hS : 0 < x ^ 2 + y ^ 2 + d ^ 2 := by positivity
  have hR : √(x ^ 2 + y ^ 2 + d ^ 2) ≠ 0 := (Real.sqrt_pos.2 hS).ne'
  have he : eps + 1 ≠ 0 := by positivity
  -- values and normal derivatives on the two sides of the surface
  have v1 : phiOut q b d x y 0 = q * (1 - b) / √(x ^ 2 + y ^ 2 + d ^ 2) := by
    simp only [phiOut, coulomb]
    rw [s1, s2]
    ring
  have v2 : phiIn q c d x y 0 = q * c / √(x ^ 2 + y ^ 2 + d ^ 2) := by
    simp only [phiIn, coulomb]
    rw [s1]
    ring
  have g1 : deriv (phiOut q b d x y) 0 =
      q * d * (1 + b) / (√(x ^ 2 + y ^ 2 + d ^ 2)) ^ 3 := by
    refine ((hasDerivAt_coulomb q d x y 0 (by rw [s1]; exact hS)).fun_add
      (hasDerivAt_coulomb (-(b * q)) (-d) x y 0 (by rw [s2]; exact hS))).deriv.trans ?_
    rw [s1, s2]
    ring
  have g2 : deriv (phiIn q c d x y) 0 = q * d * c / (√(x ^ 2 + y ^ 2 + d ^ 2)) ^ 3 := by
    refine (hasDerivAt_coulomb (c * q) d x y 0 (by rw [s1]; exact hS)).deriv.trans ?_
    rw [s1]
    ring
  unfold MatchesAt
  rw [v1, v2, g1, g2, ← mul_div_assoc, div_left_inj' hR, div_left_inj' (pow_ne_zero 3 hR)]
  constructor
  · rintro ⟨h1, h2⟩
    -- the common geometric factors cancel and leave two linear equations
    have hA : 1 - b = c := mul_left_cancel₀ hq h1
    have hB : 1 + b = eps * c :=
      mul_left_cancel₀ (mul_ne_zero hq hd.ne') (h2.trans (by ring))
    exact ⟨(eq_div_iff he).2 (by linear_combination hB - eps * hA), hA.symm⟩
  · rintro ⟨hb, hc⟩
    have hb' := (eq_div_iff he).1 hb
    have hB : 1 + b = eps * c := by linear_combination hb' - eps * hc
    exact ⟨by rw [hc], by rw [hB]; ring⟩

/-- For `q ≠ 0`, `d > 0` and `eps > 0`, the image potentials meet the interface conditions on the
whole surface exactly when `b = (eps - 1) / (eps + 1)` and `c = 1 - b`. -/
theorem matches_surface_iff {eps q d : ℝ} (b c : ℝ) (hq : q ≠ 0) (hd : 0 < d)
    (heps : 0 < eps) :
    (∀ x y, MatchesAt eps q d b c x y) ↔ b = (eps - 1) / (eps + 1) ∧ c = 1 - b :=
  ⟨fun h => (matchesAt_iff b c 0 0 hq hd heps).1 (h 0 0),
    fun h x y => (matchesAt_iff b c x y hq hd heps).2 h⟩

/-- A charge at height `d > 0` is at distance `2 d` from its mirror point. -/
theorem mirror_distance {d : ℝ} (hd : 0 < d) :
    √((0 : ℝ) ^ 2 + 0 ^ 2 + (d - -d) ^ 2) = 2 * d := by
  rw [show (0 : ℝ) ^ 2 + 0 ^ 2 + (d - -d) ^ 2 = (2 * d) ^ 2 by ring]
  exact Real.sqrt_sq (by positivity)

/-- At height `d > 0` the normal force of the image on the charge is `-b q ^ 2 / (4 d ^ 2)`. -/
theorem imageForce_eq (q b : ℝ) {d : ℝ} (hd : 0 < d) :
    imageForce q b d = -(b * q ^ 2 / (4 * d ^ 2)) := by
  have hpos : 0 < (0 : ℝ) ^ 2 + 0 ^ 2 + (d - -d) ^ 2 := by
    rw [show (0 : ℝ) ^ 2 + 0 ^ 2 + (d - -d) ^ 2 = (2 * d) ^ 2 by ring]
    positivity
  unfold imageForce
  rw [(hasDerivAt_coulomb (-(b * q)) (-d) 0 0 d hpos).deriv, mirror_distance hd,
    show d - -d = 2 * d by ring]
  field_simp
  ring

/-- For `d > 0` the image force is integrable from `d` to infinity, and the work done against it
is `b q ^ 2 / (4 d)`. -/
theorem escapeWork_eq (q b : ℝ) {d : ℝ} (hd : 0 < d) :
    IntegrableOn (fun z => -imageForce q b z) (Ioi d) ∧
      escapeWork q b d = b * q ^ 2 / (4 * d) := by
  -- `-1/z` is an antiderivative of `1/z^2` and vanishes at infinity
  have hder : ∀ z ∈ Ici d, HasDerivAt (fun t : ℝ => -t⁻¹) ((z ^ 2)⁻¹) z := fun z hz =>
    (hasDerivAt_inv (lt_of_lt_of_le hd hz).ne').fun_neg.congr_deriv (neg_neg _)
  have hnn : ∀ z ∈ Ioi d, (0 : ℝ) ≤ (z ^ 2)⁻¹ := fun z _ => by positivity
  have hlim : Tendsto (fun t : ℝ => -t⁻¹) atTop (𝓝 0) := by
    simpa using (tendsto_inv_atTop_zero (𝕜 := ℝ)).neg
  have hint := integrableOn_Ioi_deriv_of_nonneg' hder hnn hlim
  have hval := integral_Ioi_of_hasDerivAt_of_nonneg' hder hnn hlim
  have heq : EqOn (fun z => -imageForce q b z)
      (fun z => b * q ^ 2 / 4 * (z ^ 2)⁻¹) (Ioi d) := by
    intro z hz
    change -imageForce q b z = b * q ^ 2 / 4 * (z ^ 2)⁻¹
    rw [imageForce_eq q b (lt_trans hd hz)]
    ring
  have hint' : IntegrableOn (fun z : ℝ => b * q ^ 2 / 4 * (z ^ 2)⁻¹) (Ioi d) :=
    Integrable.const_mul hint _
  refine ⟨hint'.congr_fun heq.symm measurableSet_Ioi, ?_⟩
  unfold escapeWork
  rw [setIntegral_congr_fun measurableSet_Ioi heq, integral_const_mul, hval]
  ring

/-- For `d > 0` the work of removal is minus one half of the Coulomb energy of the charge `q` in
the potential of its image. -/
theorem escapeWork_eq_half_coulomb (q b : ℝ) {d : ℝ} (hd : 0 < d) :
    escapeWork q b d = -(1 / 2) * (q * coulomb (-(b * q)) (-d) 0 0 d) := by
  rw [(escapeWork_eq q b hd).2, coulomb, mirror_distance hd]
  ring

/-- If the image potentials of a charge `q ≠ 0` at height `d > 0` meet the interface conditions
for `eps > 0`, the work of removal is `(eps - 1) / (eps + 1) * q ^ 2 / (4 d)`. -/
theorem escapeWork_of_matches {eps q d b c : ℝ} (hq : q ≠ 0) (hd : 0 < d) (heps : 0 < eps)
    (h : ∀ x y, MatchesAt eps q d b c x y) :
    escapeWork q b d = (eps - 1) / (eps + 1) * q ^ 2 / (4 * d) := by
  rw [(escapeWork_eq q b hd).2, ((matches_surface_iff b c hq hd heps).1 h).1]

/-- If the image potentials of a charge `q ≠ 0` at height `d > 0` meet the interface conditions
for `eps > 0`, the force on the charge points towards the surface exactly when `eps > 1`. -/
theorem attractive_iff {eps q d b c : ℝ} (hq : q ≠ 0) (hd : 0 < d) (heps : 0 < eps)
    (h : ∀ x y, MatchesAt eps q d b c x y) : imageForce q b d < 0 ↔ 1 < eps := by
  have hk : 0 < q ^ 2 / (4 * d ^ 2) := by positivity
  have he : 0 < eps + 1 := by positivity
  rw [imageForce_eq q b hd, neg_lt_zero, mul_div_assoc, mul_pos_iff_of_pos_right hk,
    ((matches_surface_iff b c hq hd heps).1 h).1, div_pos_iff_of_pos_right he, sub_pos]

end

end ImagePotential
```

```lean
#print axioms ImagePotential.escapeWork_eq_half_coulomb
#print axioms ImagePotential.escapeWork_of_matches
#print axioms ImagePotential.attractive_iff
```

```
'ImagePotential.escapeWork_eq_half_coulomb' depends on axioms: [propext, Classical.choice, Quot.sound]
'ImagePotential.escapeWork_of_matches' depends on axioms: [propext, Classical.choice, Quot.sound]
'ImagePotential.attractive_iff' depends on axioms: [propext, Classical.choice, Quot.sound]
```

## Two linear equations for the image strength

Let the surface be the plane $z=0$, with vacuum above it and a medium of permittivity $\varepsilon>0$ below. A charge $q\neq 0$ sits at $(0,0,d)$ with $d>0$. Write $r_1$ for the distance to the charge and $r_2$ for the distance to the mirror point $(0,0,-d)$. In Gaussian units the assumed potentials are

$$\phi_{\text{out}}=\frac{q}{r_1}-\frac{bq}{r_2},\qquad \phi_{\text{in}}=\frac{cq}{r_1},$$

with two unknown numbers $b$ and $c$. The potential is continuous across the surface. There is no free charge on it, so the normal displacement $-\varepsilon\,\partial_z\phi$ is continuous there too, with $\varepsilon$ replaced by 1 on the vacuum side.

A charge $Q$ at height $a$ on the axis has potential $Q/r$ with $r=\sqrt{x^2+y^2+(z-a)^2}$, and its derivative along the normal is $-Q(z-a)/r^3$. On the surface both distances equal $R=\sqrt{x^2+y^2+d^2}$. The source contributes $qd/R^3$ to the normal derivative and the image contributes $bqd/R^3$, so the two conditions read

$$\frac{q(1-b)}{R}=\frac{qc}{R},\qquad \frac{qd(1+b)}{R^3}=\varepsilon\,\frac{qdc}{R^3}.$$

Since $q$, $d$ and $R$ are nonzero, they cancel and leave $1-b=c$ and $1+b=\varepsilon c$. Inserting the first equation into the second gives $b(\varepsilon+1)=\varepsilon-1$, hence

$$b=\frac{\varepsilon-1}{\varepsilon+1},\qquad c=1-b=\frac{2}{\varepsilon+1}.$$

Conversely, these values give $\varepsilon c=2\varepsilon/(\varepsilon+1)=1+b$, so both conditions hold. The position on the surface has dropped out: one point determines $b$ and $c$, and the same values then work at every point.

## Force and work of removal

On the axis, the image at $-d$ produces the potential $-bq/(z+d)$ at height $z>0$. Its derivative with the image fixed is $bq/(z+d)^2$, so the normal force on the charge at $z=d$ is

$$F(d)=-\frac{bq^2}{4d^2}.$$

As the charge is carried slowly outwards, the image recedes on the other side. At height $z$ the force is therefore $F(z)$, and the work done against it is

$$W=\int_d^\infty\frac{bq^2}{4z^2}\,dz=\frac{bq^2}{4d}.$$

The Coulomb energy of the charge in the potential of its image is $q\cdot(-bq)/(2d)=-bq^2/(2d)$, so $W$ is minus one half of it. Had the image stayed at $-d$, the integrand would have been $bq^2/(z+d)^2$ and the work $bq^2/(2d)$, twice as large.

For a numerical case take $\varepsilon=3$, $q=2$, $d=3$, so that $b=c=\tfrac12$. At the surface point $(4,0,0)$ we have $R=5$. Both potentials equal $1/5$. The normal derivative is $9/125$ outside and $3/125$ inside, and the factor $\varepsilon=3$ makes the two sides agree. The force is $-1/18$, the work is $1/6$, and the Coulomb energy of charge and image is $-1/3$.

## What the definitions and theorems say

`coulomb Q a x y z` is the potential $Q/r$ above, and `phiOut` and `phiIn` are built from it. The parameter $c$ multiplies the bare $q/r_1$, so any factor $1/\varepsilon$ that another convention would write separately is already contained in $c$.

`MatchesAt` states the two interface conditions at the point $(x,y,0)$. Because $z$ is the last argument, `phiOut q b d x y` is a function of $z$ alone, and `deriv` applied to it at 0 is the normal derivative. The common minus sign of the displacement is omitted on both sides. Each formula is smooth across $z=0$, so this derivative agrees with the one-sided derivative taken from its own half-space.

`matchesAt_iff` is the equivalence at a single surface point, and `matches_surface_iff` is the equivalence for the whole surface. In `imageForce` the height `-d` of the image is a fixed argument while the derivative is taken at `d`. In `escapeWork` the integrand is `-imageForce q b z`, where the image sits at $-z$ and so follows the charge.

`escapeWork_eq` and `escapeWork_eq_half_coulomb` hold for every real $b$ and $q$. The permittivity enters in `escapeWork_of_matches`, which gives

$$W=\frac{\varepsilon-1}{\varepsilon+1}\,\frac{q^2}{4d},$$

and in `attractive_iff`, which says that the force points towards the surface exactly when $\varepsilon>1$. A static dielectric in equilibrium has $\varepsilon>1$, so next to vacuum it attracts the charge; the theorems also cover $0<\varepsilon\le 1$, because the algebra needs only $\varepsilon>0$.

The model is classical and static, with a linear, local medium and a perfectly sharp, flat surface. The image form of the potentials is assumed; that it satisfies Poisson's equation in each half-space, and that the solution is unique, belongs to standard electrostatics and is taken from there. Within this continuum model, $-W$ is the image energy of an ion in vacuum near a single planar dielectric boundary, measured from infinite separation, and it is one half of the Coulomb energy of the ion and its image. For an ion in a solvent, the permittivity on its own side of the boundary enters as well.

## From the derivative to the integral

`hasDerivAt_coulomb` differentiates the squared distance, then its square root, then the quotient. Its hypothesis says that the point is not the position of the charge.

In `matchesAt_iff`, the facts `v1` and `v2` are the two surface values, and `g1` and `g2` are the two normal derivatives. The powers of $R$ are removed by `div_left_inj'`, which needs $R\neq0$; this follows from $d>0$ at every surface point. Then `mul_left_cancel₀` removes $q$ and $qd$, using $q\neq0$ and again $d>0$. The remaining equations `hA` and `hB` are $1-b=c$ and $1+b=\varepsilon c$, and `linear_combination` carries out the elimination. For the whole surface, the forward direction needs only the point below the charge, $x=y=0$.

`imageForce_eq` inserts the charge–image distance $2d$, supplied by `mirror_distance`, into the general derivative.

The work rests on a Mathlib form of the fundamental theorem of calculus on a half-line, `integral_Ioi_of_hasDerivAt_of_nonneg'`. It asks for three things:

- an antiderivative on $[d,\infty)$, here $-1/z$ for $1/z^2$;
- a nonnegative derivative on $(d,\infty)$;
- a limit of the antiderivative at infinity, here 0.

It returns the limit minus the value at $d$, which is $0-(-1/d)=1/d$. Its companion `integrableOn_Ioi_deriv_of_nonneg'` derives integrability from the same three inputs, so no separate estimate of the tail is needed. The proof applies these lemmas to $1/z^2$, which is always nonnegative, and not to the full work integrand $bq^2/(4z^2)$, which is negative when $b<0$ and $q\neq0$; for the matched $b$ this happens when $\varepsilon<1$. The constant $bq^2/4$ is put back afterwards, by `Integrable.const_mul` for integrability and by `integral_const_mul` for the value.

The comparison with the Coulomb energy is then algebra. The last two theorems insert the matched $b$, and the sign of the force is read off from $\varepsilon-1$, because $\varepsilon+1$ and $q^2/(4d^2)$ are positive.
